# Constrained search as a supremum over potentials for finite matrices

The search here runs over density matrices, mixed states included, because their expectation values form a convex set. A density matrix $G$ is positive semidefinite with $\operatorname{tr}G=1$. Let $H$ and $n_1,\dots,n_m$ be finite Hermitian matrices, and let $r$ be a real vector realised by some density matrix, so that $\operatorname{tr}(n_iG)=r_i$ for all $i$. Write $E_0(A)$ for the smallest eigenvalue of $A$. Then

$$\min_{G\mapsto r}\operatorname{tr}(HG)=\sup_{v\in\mathbb R^m}D(v),\qquad D(v)=E_0\Big(H+\sum_i v_in_i\Big)-v\cdot r .$$

With $H$ as kinetic plus interaction energy and $n_i$ as site occupations, this is the potential–density duality of ensemble density-functional theory, restricted to a finite-dimensional state space.

## Derivation by a separating plane

**Variational principle.** Write $A=U\operatorname{diag}(p)U^\dagger$. Then $\operatorname{tr}(AG)=\sum_j p_j(U^\dagger GU)_{jj}\ge\min_j p_j$, since the weights are nonnegative and sum to one. The projector onto a lowest eigenvector gives equality.

**Minimum.** Diagonalising $G$ itself, with eigenvalues $p_k$, gives $|G_{ij}|\le\sum_k p_k|U_{ik}||U_{jk}|\le1$. The defining conditions are closed, so the density matrices form a compact set and some $G_0$ with density $r$ attains the minimum $F$.

**Upper bound.** The variational principle at $G_0$ gives $E_0(H+\sum_i v_in_i)\le F+v\cdot r$, hence $D(v)\le F$.

**No smaller bound.** Suppose $b<F$ bounds every $D(v)$. The pairs $\big((\operatorname{tr}n_iG)_i,\operatorname{tr}HG\big)$ form a compact convex set that misses $(r,b)$. A plane separates them: for some $w,s$ and all $G$,

$$w\cdot r+sb<\sum_i w_i\operatorname{tr}(n_iG)+s\operatorname{tr}(HG).$$

Inserting $G_0$ gives $sb<sF$, so $s>0$. Divide by $s$, set $v=w/s$, and take $G$ to be a ground-state projector of $H+\sum_i v_in_i$. The result is $b<D(v)$, a contradiction.

Realisability matters. For the $1\times1$ matrices $H=0$, $n=1$ and $r=2$, no density matrix qualifies, so there is no minimum, and $D(v)=v-2v=-v$ has no upper bound.

## States, energies and the dual functional in Lean

The finite types `d` and `ι` label basis states and observables.

```lean
import Mathlib

open Matrix
open scoped ComplexOrder

namespace ConstrainedSearchDuality

noncomputable section

variable {d ι : Type*} [Fintype d] [Fintype ι]

/-- A density matrix: positive semidefinite with unit trace. -/
def IsDensity (G : Matrix d d ℂ) : Prop := G.PosSemidef ∧ G.trace = 1
```

Expectation values are real parts of traces, and energies are real eigenvalues with nonzero eigenvectors.

```lean
/-- The expectation value of `A` in `G`, as the real part of `trace (A G)`. -/
def expect (A G : Matrix d d ℂ) : ℝ := (A * G).trace.re

/-- The real eigenvalues of a matrix. -/
def energies (A : Matrix d d ℂ) : Set ℝ :=
  {E | ∃ ψ : d → ℂ, ψ ≠ 0 ∧ A *ᵥ ψ = (E : ℂ) • ψ}

/-- The ground energy: the infimum of the real eigenvalues. -/
def groundEnergy (A : Matrix d d ℂ) : ℝ := sInf (energies A)
```

The potential enters with a plus sign. The $n_i$ need not commute.

```lean
/-- The Hamiltonian `H + ∑ v_i n_i` in the external potential `v`. -/
def coupled (H : Matrix d d ℂ) (n : ι → Matrix d d ℂ) (v : ι → ℝ) : Matrix d d ℂ :=
  H + ∑ i, (v i : ℂ) • n i
```

`Realises` fixes the density; the next two definitions are $F$ and $D(v)$.

```lean
/-- The density matrix `G` has the density vector `r`. -/
def Realises (n : ι → Matrix d d ℂ) (r : ι → ℝ) (G : Matrix d d ℂ) : Prop :=
  IsDensity G ∧ ∀ i, expect (n i) G = r i

/-- The constrained search: the infimum of the energy over density matrices with density `r`. -/
def constrainedSearch (H : Matrix d d ℂ) (n : ι → Matrix d d ℂ) (r : ι → ℝ) : ℝ :=
  sInf (expect H '' {G | Realises n r G})

/-- The dual functional of the potential: ground energy minus `v · r`. -/
def dual (H : Matrix d d ℂ) (n : ι → Matrix d d ℂ) (r v : ι → ℝ) : ℝ :=
  groundEnergy (coupled H n v) - ∑ i, v i * r i
```

## Variational principle and compactness

For Hermitian observables, taking the real part loses nothing: the trace equals its own conjugate.

```lean
/-- For a Hermitian observable and a density matrix, `trace (A G)` is real. -/
theorem trace_eq_expect {A G : Matrix d d ℂ} (hA : A.IsHermitian) (hG : IsDensity G) :
    (A * G).trace = (expect A G : ℂ) := by
  have h : star (A * G).trace = (A * G).trace := by
    rw [← trace_conjTranspose, conjTranspose_mul, hA.eq, hG.1.isHermitian.eq, trace_mul_comm]
  exact (Complex.conj_eq_iff_re.mp h).symm
```

Linearity splits the energy into internal and potential parts.

```lean
/-- The energy in a potential is the internal energy plus potential times density. -/
theorem expect_coupled (H : Matrix d d ℂ) (n : ι → Matrix d d ℂ) (v : ι → ℝ)
    (G : Matrix d d ℂ) :
    expect (coupled H n v) G = expect H G + ∑ i, v i * expect (n i) G := by
  simp [expect, coupled, Matrix.add_mul, Matrix.sum_mul, trace_sum]
```

An eigenvector $\psi$ yields the density matrix $\psi\psi^\dagger/\|\psi\|^2$.

```lean
/-- Every real eigenvalue is the expectation value in some density matrix. -/
theorem eigenstate_density {A : Matrix d d ℂ} {E : ℝ} (hE : E ∈ energies A) :
    ∃ G, IsDensity G ∧ expect A G = E := by
  obtain ⟨ψ, h0, hψ⟩ := hE
  obtain ⟨s, hs, hd⟩ : ∃ s : ℝ, 0 < s ∧ ψ ⬝ᵥ star ψ = (s : ℂ) := by
    obtain ⟨i, hi⟩ := Function.ne_iff.mp h0
    exact ⟨∑ i, Complex.normSq (ψ i), Finset.sum_pos' (fun j _ => Complex.normSq_nonneg _)
      ⟨i, Finset.mem_univ i, Complex.normSq_pos.mpr hi⟩, by simp [dotProduct, Complex.mul_conj]⟩
  -- the normalised projector onto the eigenvector
  refine ⟨((s⁻¹ : ℝ) : ℂ) • vecMulVec ψ (star ψ), ⟨(posSemidef_vecMulVec_self_star ψ).smul
    (Complex.zero_le_real.mpr (inv_nonneg.mpr hs.le)), ?_⟩, ?_⟩
  · rw [trace_smul, trace_vecMulVec, hd, smul_eq_mul, ← Complex.ofReal_mul,
      inv_mul_cancel₀ hs.ne', Complex.ofReal_one]
  · rw [expect, Matrix.mul_smul, mul_vecMulVec, hψ, trace_smul, trace_vecMulVec, smul_dotProduct,
      hd, smul_eq_mul, smul_eq_mul, ← Complex.ofReal_mul, ← Complex.ofReal_mul, Complex.ofReal_re]
    field_simp
```

Next come continuity, Hermiticity of the coupled matrix, nonemptiness of the basis, and the spectral decomposition.

```lean
private lemma continuous_expect (A : Matrix d d ℂ) : Continuous (expect A) :=
  Complex.continuous_re.comp (continuous_const.matrix_mul continuous_id).matrix_trace

omit [Fintype d] in
private lemma coupled_hermitian {H : Matrix d d ℂ} {n : ι → Matrix d d ℂ}
    (hH : H.IsHermitian) (hn : ∀ i, (n i).IsHermitian) (v : ι → ℝ) :
    (coupled H n v).IsHermitian := by
  simp [IsHermitian, coupled, conjTranspose_sum, hH.eq, fun i => (hn i).eq]

private lemma nonempty_of_density {G : Matrix d d ℂ} (hG : IsDensity G) : Nonempty d := by
  rcases isEmpty_or_nonempty d with h | h
  · have := hG.2
    simp [trace] at this
  · exact h

variable [DecidableEq d]

private lemma spectral {A : Matrix d d ℂ} (hA : A.IsHermitian) :
    ∃ (U : Matrix d d ℂ) (p : d → ℝ), U ∈ unitaryGroup d ℂ ∧
      A = U * diagonal (fun j => (p j : ℂ)) * Uᴴ ∧ (A.PosSemidef → ∀ j, 0 ≤ p j) :=
  ⟨hA.eigenvectorUnitary, hA.eigenvalues, hA.eigenvectorUnitary.2,
    hA.spectral_theorem.trans (by rw [Unitary.conjStarAlgAut_apply]; rfl),
    fun h j => h.eigenvalues_nonneg j⟩
```

In the variational principle, `hlow` is the weighted-average bound and `hmem` exhibits the eigenvector.

```lean
/-- Variational principle: the ground energy of a Hermitian matrix of nonzero size is its smallest
eigenvalue and bounds the expectation value in every density matrix from below. -/
theorem ground_variational [Nonempty d] {A : Matrix d d ℂ} (hA : A.IsHermitian) :
    IsLeast (energies A) (groundEnergy A) ∧ ∀ G, IsDensity G → groundEnergy A ≤ expect A G := by
  obtain ⟨U, p, hU, hUA, -⟩ := spectral hA
  have h1 : U * Uᴴ = 1 := mem_unitaryGroup_iff.mp hU
  have h2 : Uᴴ * U = 1 := mul_eq_one_comm.mp h1
  obtain ⟨k, hk⟩ := Finite.exists_min p
  have hlow : ∀ G, IsDensity G → p k ≤ expect A G := by
    intro G hG
    have hP := hG.1.conjTranspose_mul_mul_same U
    have ht : (Uᴴ * G * U).trace = 1 := by rw [trace_mul_cycle, h1, Matrix.one_mul, hG.2]
    have he : expect A G = ∑ j, p j * ((Uᴴ * G * U) j j).re := by
      have : (A * G).trace = (diagonal (fun j => (p j : ℂ)) * (Uᴴ * G * U)).trace := by
        rw [hUA, Matrix.mul_assoc, Matrix.mul_assoc, trace_mul_comm]
        simp only [Matrix.mul_assoc]
      rw [expect, this]
      simp only [trace, diag_apply, diagonal_mul, Complex.re_sum, Complex.re_ofReal_mul]
    have hs : ∑ j, ((Uᴴ * G * U) j j).re = 1 := by
      simpa only [trace, diag_apply, Complex.re_sum, Complex.one_re] using congrArg Complex.re ht
    rw [he, ← mul_one (p k), ← hs, Finset.mul_sum]
    exact Finset.sum_le_sum fun j _ =>
      mul_le_mul_of_nonneg_right (hk j) (Complex.nonneg_iff.mp hP.diag_nonneg).1
  have hmem : p k ∈ energies A := by
    refine ⟨U *ᵥ Pi.single k 1, fun h => ?_, ?_⟩
    · have h3 : Uᴴ *ᵥ (U *ᵥ Pi.single k 1) = 0 := by rw [h, mulVec_zero]
      rw [mulVec_mulVec, h2, one_mulVec] at h3
      simpa using congrFun h3 k
    · have hD : diagonal (fun j => (p j : ℂ)) *ᵥ Pi.single k 1
          = (p k : ℂ) • (Pi.single k 1 : d → ℂ) := by
        ext i
        by_cases h : i = k
        · subst h; simp [mulVec_diagonal]
        · simp [mulVec_diagonal, h]
      rw [mulVec_mulVec, hUA, Matrix.mul_assoc, h2, Matrix.mul_one, ← mulVec_mulVec, hD,
        mulVec_smul]
  have hl : IsLeast (energies A) (p k) := ⟨hmem, fun E hE => by
    obtain ⟨G, hG, rfl⟩ := eigenstate_density hE
    exact hlow G hG⟩
  rw [groundEnergy, hl.csInf_eq]
  exact ⟨hl, hlow⟩
```

Compactness combines closedness with the entry bound, and gives the minimum.

```lean
/-- The density matrices on a finite-dimensional state space form a compact set. -/
theorem isCompact_density : IsCompact {G : Matrix d d ℂ | IsDensity G} := by
  have hbox : @IsCompact (Matrix d d ℂ) _ (Set.univ.pi fun _ : d => Set.univ.pi fun _ : d =>
      Metric.closedBall (0 : ℂ) 1) :=
    isCompact_univ_pi fun _ => isCompact_univ_pi fun _ => isCompact_closedBall _ _
  refine hbox.of_isClosed_subset ?_ ?_
  · have hc (x : d → ℂ) : Continuous fun G : Matrix d d ℂ => star x ⬝ᵥ G *ᵥ x :=
      continuous_finsetSum _ fun i _ => continuous_const.mul
        ((continuous_apply i).comp (continuous_id.matrix_mulVec continuous_const))
    have hset : {G : Matrix d d ℂ | IsDensity G} = ({G | Gᴴ = G} ∩ ⋂ x : d → ℂ,
        ({G | 0 ≤ (star x ⬝ᵥ G *ᵥ x).re} ∩ {G | 0 = (star x ⬝ᵥ G *ᵥ x).im})) ∩
        {G | G.trace = 1} := by
      ext G
      simp only [IsDensity, posSemidef_iff_dotProduct_mulVec, IsHermitian, Complex.nonneg_iff,
        Set.mem_inter_iff, Set.mem_iInter, Set.mem_ofPred_eq]
    rw [hset]
    exact ((isClosed_eq continuous_id.matrix_conjTranspose continuous_id).inter
      (isClosed_iInter fun x => (isClosed_le continuous_const
        (Complex.continuous_re.comp (hc x))).inter (isClosed_eq continuous_const
        (Complex.continuous_im.comp (hc x))))).inter
      (isClosed_eq continuous_id.matrix_trace continuous_const)
  · -- entries are averages of products of unitary entries
    intro G hG i _ j _
    obtain ⟨U, p, hU, hUG, hp⟩ := spectral hG.1.isHermitian
    have hs : ∑ k, p k = 1 := by
      have h := hG.2
      rw [hUG, trace_mul_cycle, ← star_eq_conjTranspose, mem_unitaryGroup_iff'.mp hU,
        Matrix.one_mul, trace_diagonal] at h
      exact_mod_cast h
    rw [mem_closedBall_zero_iff, hUG, Matrix.mul_apply, ← hs]
    refine (norm_sum_le _ _).trans (Finset.sum_le_sum fun k _ => ?_)
    rw [mul_diagonal, conjTranspose_apply, norm_mul, norm_mul, norm_star, Complex.norm_real,
      Real.norm_of_nonneg (hp hG.1 k)]
    have hi := mul_le_of_le_one_left (hp hG.1 k) (entry_norm_bound_of_unitary hU i k)
    exact (mul_le_of_le_one_right (mul_nonneg (norm_nonneg _) (hp hG.1 k))
      (entry_norm_bound_of_unitary hU j k)).trans hi

omit [Fintype ι] in
/-- If some density matrix has density `r`, the constrained search attains its minimum. -/
theorem search_attained (H : Matrix d d ℂ) (n : ι → Matrix d d ℂ) (r : ι → ℝ)
    (hr : ∃ G, Realises n r G) :
    IsLeast (expect H '' {G | Realises n r G}) (constrainedSearch H n r) := by
  have hc : IsClosed {G : Matrix d d ℂ | ∀ i, expect (n i) G = r i} := by
    rw [Set.ofPred_forall]
    exact isClosed_iInter fun i => isClosed_eq (continuous_expect _) continuous_const
  exact ((isCompact_density.inter_right hc).image (continuous_expect H)).isLeast_sInf
    (Set.Nonempty.image _ hr)
```

## The duality theorem

`IsLeast` says that the minimum is attained; `IsLUB` says that it is the least upper bound of the dual values. In the proof, `hout` places $(r,b)$ outside the set, `hsep` is the separation inequality and `hs` is $s>0$.

```lean
/-- Duality of the constrained search: for Hermitian `H` and `n_i` and a density `r` realised by
some density matrix, the minimum of `trace (H G)` at density `r` is the supremum over potentials
`v` of the ground energy of `H + ∑ v_i n_i` minus `v · r`. -/
theorem constrained_search_duality {H : Matrix d d ℂ} {n : ι → Matrix d d ℂ} {r : ι → ℝ}
    (hH : H.IsHermitian) (hn : ∀ i, (n i).IsHermitian) (hr : ∃ G, Realises n r G) :
    IsLeast (expect H '' {G | Realises n r G}) (constrainedSearch H n r) ∧
      IsLUB (Set.range (dual H n r)) (constrainedSearch H n r) := by
  classical
  have hF := search_attained H n r hr
  refine ⟨hF, ?_⟩
  obtain ⟨G₀, hG₀, hE₀⟩ := hF.1
  have := nonempty_of_density hG₀.1
  constructor
  · rintro _ ⟨v, rfl⟩
    have h := (ground_variational (coupled_hermitian hH hn v)).2 G₀ hG₀.1
    rw [expect_coupled, hE₀] at h
    simp only [hG₀.2] at h
    rw [dual]
    linarith
  intro b hb
  by_contra hlt
  rw [not_le] at hlt
  -- the compact convex set of attainable densities and energies
  let Φ : Matrix d d ℂ → (ι → ℝ) × ℝ := fun G => (fun i => expect (n i) G, expect H G)
  have hclosed : IsClosed (Φ '' {G | IsDensity G}) := (isCompact_density.image
    ((continuous_pi fun i => continuous_expect (n i)).prodMk (continuous_expect H))).isClosed
  have hconv : Convex ℝ (Φ '' {G | IsDensity G}) := by
    rintro _ ⟨G, hG, rfl⟩ _ ⟨G', hG', rfl⟩ a c ha hc hac
    have hmix (A : Matrix d d ℂ) : expect A ((a : ℂ) • G + (c : ℂ) • G')
        = a * expect A G + c * expect A G' := by simp [expect, Matrix.mul_add]
    refine ⟨(a : ℂ) • G + (c : ℂ) • G', ⟨(hG.1.smul (Complex.zero_le_real.mpr ha)).add
      (hG'.1.smul (Complex.zero_le_real.mpr hc)), ?_⟩,
      Prod.ext (funext fun i => hmix (n i)) (hmix H)⟩
    rw [trace_add, trace_smul, trace_smul, hG.2, hG'.2, smul_eq_mul, smul_eq_mul, mul_one, mul_one]
    exact_mod_cast hac
  have hout : (r, b) ∉ Φ '' {G | IsDensity G} := by
    rintro ⟨G, hG, h⟩
    have h' := hF.2 ⟨G, ⟨hG, fun i => congrFun (congrArg Prod.fst h) i⟩, congrArg Prod.snd h⟩
    linarith
  obtain ⟨f, u, hfu, huf⟩ := geometric_hahn_banach_point_closed hconv hclosed hout
  obtain ⟨w, s, hf⟩ : ∃ (w : ι → ℝ) (s : ℝ), ∀ x y, f (x, y) = ∑ i, x i * w i + y * s := by
    let g : (ι → ℝ) →ₗ[ℝ] ℝ := f.toLinearMap ∘ₗ LinearMap.inl ℝ (ι → ℝ) ℝ
    refine ⟨fun i => g fun j => if i = j then 1 else 0, f (0, 1), fun x y => ?_⟩
    have h1 : f (x, 0) = ∑ i, x i * g (fun j => if i = j then 1 else 0) :=
      g.pi_apply_eq_sum_univ x
    have h2 : ((x, y) : (ι → ℝ) × ℝ) = (x, 0) + y • (0, 1) := by simp
    rw [h2, map_add, map_smul, h1, smul_eq_mul]
  have hsep : ∀ G, IsDensity G → ∑ i, r i * w i + b * s <
      ∑ i, expect (n i) G * w i + expect H G * s := by
    intro G hG
    have h := hfu.trans (huf _ ⟨G, hG, rfl⟩)
    rwa [hf, hf] at h
  -- the realised density makes the energy coefficient positive
  have hs : 0 < s := by
    have h := hsep G₀ hG₀.1
    simp only [hG₀.2, hE₀] at h
    nlinarith
  have key (x : ι → ℝ) : (∑ i, w i / s * x i) * s = ∑ i, x i * w i := by
    rw [Finset.sum_mul]
    exact Finset.sum_congr rfl fun i _ => by field_simp
  obtain ⟨G, hG, hGe⟩ := eigenstate_density
    (ground_variational (coupled_hermitian hH hn fun i => w i / s)).1.1
  have h : b * s < dual H n r (fun i => w i / s) * s := by
    rw [dual, ← hGe, expect_coupled, sub_mul, add_mul, key, key]
    linarith [hsep G hG]
  exact absurd (hb ⟨fun i => w i / s, rfl⟩) (not_le_of_gt (lt_of_mul_lt_mul_right h hs.le))
```

## When a potential attains the supremum

Equality $D(v)=F$ means that a minimiser has energy $E_0$ in the potential $v$: the density comes from a ground-state ensemble.

```lean
/-- For Hermitian `H`, `n_i` and a realised density `r`, a potential attains the supremum exactly
when some density matrix with density `r` has the ground energy in that potential. -/
theorem attained_iff_v_representable {H : Matrix d d ℂ} {n : ι → Matrix d d ℂ} {r : ι → ℝ}
    (hH : H.IsHermitian) (hn : ∀ i, (n i).IsHermitian) (hr : ∃ G, Realises n r G) (v : ι → ℝ) :
    dual H n r v = constrainedSearch H n r ↔
      ∃ G, Realises n r G ∧ expect (coupled H n v) G = groundEnergy (coupled H n v) := by
  obtain ⟨hF, hL⟩ := constrained_search_duality hH hn hr
  constructor
  · intro h
    obtain ⟨G, hG, hE⟩ := hF.1
    refine ⟨G, hG, ?_⟩
    rw [expect_coupled, hE, ← h, dual]
    simp only [hG.2]
    ring
  · rintro ⟨G, hG, h⟩
    refine le_antisymm (hL.1 ⟨v, rfl⟩) ((hF.2 ⟨G, hG, rfl⟩).trans_eq ?_)
    rw [dual, ← h, expect_coupled]
    simp only [hG.2]
    ring
```

Such a potential may not exist. Take $H=\sigma_x$, $n=\sigma_z$, $r=1$. The density and trace conditions force $G_{11}=0$ (indices start at 0), and $\det G=-|G_{01}|^2\ge0$ removes the coherence, so $F=0$. Yet $D(v)=-\sqrt{1+v^2}-v<0$ for every $v$.

```lean
/-- For `H = σx`, `n = σz` and `r = 1`, the density is realised by a density matrix, but every
potential gives a dual value strictly below the constrained-search energy. -/
theorem supremum_not_attained :
    (∃ G, Realises (fun _ : Unit => !![(1 : ℂ), 0; 0, -1]) (fun _ => 1) G) ∧
    ∀ v : Unit → ℝ, dual !![(0 : ℂ), 1; 1, 0] (fun _ => !![1, 0; 0, -1]) (fun _ => 1) v <
      constrainedSearch !![(0 : ℂ), 1; 1, 0] (fun _ : Unit => !![1, 0; 0, -1]) (fun _ => 1) := by
  have hσz (G : Matrix (Fin 2) (Fin 2) ℂ) :
      expect !![(1 : ℂ), 0; 0, -1] G = (G 0 0).re - (G 1 1).re := by
    rw [expect, trace_fin_two, Matrix.mul_apply, Matrix.mul_apply, Fin.sum_univ_two,
      Fin.sum_univ_two]
    simp [sub_eq_add_neg]
  have hσx (G : Matrix (Fin 2) (Fin 2) ℂ) :
      expect !![(0 : ℂ), 1; 1, 0] G = (G 1 0).re + (G 0 1).re := by
    rw [expect, trace_fin_two, Matrix.mul_apply, Matrix.mul_apply, Fin.sum_univ_two,
      Fin.sum_univ_two]
    simp
  have hr : ∃ G, Realises (fun _ : Unit => !![(1 : ℂ), 0; 0, -1]) (fun _ => 1) G := by
    refine ⟨!![1, 0; 0, 0], ⟨?_, ?_⟩, fun _ => (hσz _).trans (by simp)⟩
    · have h : !![(1 : ℂ), 0; 0, 0] = !![(1 : ℂ), 0; 0, 0]ᴴ * !![(1 : ℂ), 0; 0, 0] := by
        ext i j
        rw [Matrix.mul_apply, Fin.sum_univ_two]
        simp only [conjTranspose_apply]
        fin_cases i <;> fin_cases j <;> simp
      rw [h]
      exact posSemidef_conjTranspose_mul_self _
    · rw [trace_fin_two]
      simp
  refine ⟨hr, fun v => ?_⟩
  -- full polarisation along z removes the coherence, so the search energy is nonnegative
  have hF : 0 ≤ constrainedSearch !![(0 : ℂ), 1; 1, 0]
      (fun _ : Unit => !![1, 0; 0, -1]) (fun _ => 1) := by
    refine le_csInf (Set.Nonempty.image _ hr) ?_
    rintro _ ⟨G, ⟨hG, hz⟩, rfl⟩
    have ht := congrArg Complex.re hG.2
    have hz' : (G 0 0).re - (G 1 1).re = 1 := (hσz G).symm.trans (hz ())
    simp [trace, Fin.sum_univ_two] at ht
    have h11 : G 1 1 = 0 := Complex.ext (by simp only [Complex.zero_re]; linarith)
      (Complex.nonneg_iff.mp (hG.1.diag_nonneg (i := 1))).2.symm
    have h10 : star (G 0 1) = G 1 0 := hG.1.isHermitian.apply 1 0
    have hdet := hG.1.det_nonneg
    rw [det_fin_two, h11, ← h10, mul_zero, zero_sub] at hdet
    have h := (Complex.nonneg_iff.mp hdet).1
    simp only [Complex.neg_re, Complex.mul_re, RCLike.star_def, Complex.conj_re,
      Complex.conj_im] at h
    have h01 : (G 0 1).re = 0 := pow_eq_zero_iff two_ne_zero |>.mp
      (le_antisymm (by nlinarith [sq_nonneg (G 0 1).im]) (sq_nonneg _))
    have h10' : (G 1 0).re = 0 := by rw [← h10]; simpa using h01
    have hx := hσx G
    linarith
  obtain ⟨E, hE, hlt⟩ : ∃ E : ℝ, E ^ 2 = 1 + v () ^ 2 ∧ E < v () := by
    refine ⟨-√(1 + v () ^ 2), by rw [neg_sq, Real.sq_sqrt (by positivity)], ?_⟩
    have := Real.lt_sqrt_of_sq_lt (show (-v ()) ^ 2 < 1 + v () ^ 2 by nlinarith)
    linarith
  have hEc : (E : ℂ) ^ 2 = 1 + (v () : ℂ) ^ 2 := by exact_mod_cast hE
  have hC : coupled !![(0 : ℂ), 1; 1, 0] (fun _ : Unit => !![1, 0; 0, -1]) v
      = !![(v () : ℂ), 1; 1, -(v () : ℂ)] := by
    ext i j
    fin_cases i <;> fin_cases j <;> simp [coupled]
  have hherm : (!![(v () : ℂ), 1; 1, -(v () : ℂ)]).IsHermitian := by
    ext i j
    fin_cases i <;> fin_cases j <;> simp
  have hmem : E ∈ energies !![(v () : ℂ), 1; 1, -(v () : ℂ)] := by
    refine ⟨![1, (E : ℂ) - v ()], fun h => by simpa using congrFun h 0, ?_⟩
    ext i
    fin_cases i
    · simp [mulVec, dotProduct, Fin.sum_univ_two]
    · simp [mulVec, dotProduct, Fin.sum_univ_two]
      linear_combination -hEc
  have hg := (ground_variational hherm).1.2 hmem
  refine lt_of_lt_of_le ?_ hF
  rw [dual, hC]
  simp only [Finset.univ_unique, Finset.sum_singleton, mul_one]
  change groundEnergy _ - v () < 0
  linarith

end

end ConstrainedSearchDuality
```

```lean
#print axioms ConstrainedSearchDuality.trace_eq_expect
#print axioms ConstrainedSearchDuality.constrained_search_duality
#print axioms ConstrainedSearchDuality.attained_iff_v_representable
#print axioms ConstrainedSearchDuality.supremum_not_attained
```

```
'ConstrainedSearchDuality.trace_eq_expect' depends on axioms: [propext, Classical.choice, Quot.sound]
'ConstrainedSearchDuality.constrained_search_duality' depends on axioms: [propext, Classical.choice, Quot.sound]
'ConstrainedSearchDuality.attained_iff_v_representable' depends on axioms: [propext, Classical.choice, Quot.sound]
'ConstrainedSearchDuality.supremum_not_attained' depends on axioms: [propext, Classical.choice, Quot.sound]
```
